# For finite matrices with a ≤ A ≤ b, the expectation Tr(ρA) in any density matrix ρ is real and lies in [a, b]

## A mean outside the range of outcomes

A spin measurement that returns only +1 or −1 cannot average to 2. Yet the formula Tr(ρA) gives exactly that for

A = diag(1, −1), ρ = diag(3/2, −1/2),

since 3/2 · 1 + (−1/2) · (−1) = 2. This ρ is Hermitian and has trace one. What it lacks is positivity: one of its "probabilities" is −1/2. If density matrices allowed such values, a mean energy could lie below the ground-state energy, and a variational calculation would have no floor.

For diagonal matrices with nonnegative weights the cure is plain, because Tr(ρA) is then an ordinary weighted mean. In general ρ and A do not commute, the product ρA is not Hermitian, and it is less obvious that its trace is even real. It is real because both matrices are Hermitian, and positivity of ρ, together with its normalisation, keeps it within the bounds of A.

For a Hamiltonian given as a finite Hermitian matrix in an orthonormal basis, the result says that no density matrix has a mean energy below a lower bound of that matrix. In a simulation with such a matrix and a ρ that should have trace one, a value of Tr(ρH) clearly below the smallest eigenvalue of H therefore points to an error in ρ, such as a negative eigenvalue or a wrong trace, or to an error in the evaluation.

## States, observables and bounds as matrices

States and observables are complex square matrices whose rows and columns are labelled by a finite type `n`. The letter `n` thus names the set of basis labels, and the dimension is the number of its elements. The basis is taken to be orthonormal. If ρ instead holds the expansion coefficients of the density operator in a non-orthogonal basis with overlap matrix S, such as a set of atomic orbitals, total probability one reads Tr(ρS) = 1, and the theorems here apply after a transformation to an orthonormal basis.

The predicate `IsDensity ρ` says that ρ is positive semidefinite and has trace one. Positive semidefinite includes Hermitian here: M is Hermitian and x†Mx ≥ 0 for every vector x. The trace condition fixes total probability one. A one-particle reduced density matrix normalised to the number of electrons N is therefore not a density matrix in this sense unless N = 1.

The function `expectation ρ A` is the complex number Tr(ρA), which the Born rule identifies with the mean of repeated measurements of A. It is defined for any two matrices, so its reality is something to prove.

The bounds a ≤ A ≤ b are operator inequalities: A − a·1 and b·1 − A are positive semidefinite, for real numbers a and b. Physically they say that no outcome of measuring A is below a or above b. They need not be sharp. They also make A Hermitian, because A is the sum of the Hermitian matrices A − a·1 and a·1, so Hermiticity is not a separate hypothesis.

The main theorem, `expectation_mem_Icc`, reads: if ρ is a density matrix and a ≤ A ≤ b, then the imaginary part of Tr(ρA) is zero and its real part lies in the closed interval `Set.Icc a b`. Two further theorems complete the picture:

- `expectation_eq_lower_iff`: if a ≤ A, a density matrix has expectation exactly a if and only if Aρ = aρ.
- `bounds_iff_forall_expectation`: for Hermitian A, the inequalities a ≤ A ≤ b hold if and only if the real part of Tr(ρA) lies in [a, b] for every density matrix ρ.

The step left to the user is the passage from an operator on an infinite-dimensional space to its matrix in a finite basis. A lower bound read off a truncated Hamiltonian matrix need not be a lower bound for the full Hamiltonian.

## The trace of a product of two positive matrices

Let P and Q be positive semidefinite. Diagonalise P = U diag(p₁, p₂, …) U† with U unitary and all pₖ ≥ 0, and set B = diag(√p₁, √p₂, …) U†. Then

P = B†B,

and in the same way Q = C†C for some matrix C. Put D = CB†, so that D† = BC†. Moving B† from the front of the trace to the back gives

Tr(PQ) = Tr(B†B C†C) = Tr(B C†C B†) = Tr(D†D) = Σᵢⱼ |Dᵢⱼ|² ≥ 0.

The trace is therefore real and nonnegative. If it vanishes, every entry of D is zero, and

QP = C†C B†B = C† D B = 0.

Conversely, if QP = 0, then Tr(PQ) = Tr(QP) = 0. So Tr(PQ) = 0 exactly when QP = 0.

## From positivity to the interval

Take P = ρ and Q = A − a·1. Since Tr ρ = 1,

0 ≤ Tr(ρ(A − a·1)) = Tr(ρA) − a Tr ρ = Tr(ρA) − a.

The right-hand side is a real nonnegative number and a is real. Hence Tr(ρA) is real and at least a. With Q = b·1 − A instead,

0 ≤ Tr(ρ(b·1 − A)) = b − Tr(ρA),

so Tr(ρA) is at most b.

The vanishing condition describes the states that reach the lower end. Tr(ρA) = a means Tr(ρ(A − a·1)) = 0, which holds exactly when (A − a·1)ρ = 0, that is

Aρ = aρ.

Every nonzero column of ρ is then an eigenvector of A with eigenvalue a. When a is the ground-state energy of a finite Hamiltonian matrix, the states with that mean energy are the ground states and their mixtures, including mixtures within a degenerate level.

## From expectations back to operator bounds

Let x be a nonzero vector, not necessarily of unit length, and define

ρₓ = x x† / (x†x).

For a unit vector this is the usual projector x x†. It is positive semidefinite, because y†(x x†)y = |x†y|² ≥ 0 for every y, and its trace is x†x / x†x = 1. Its expectation is the Rayleigh quotient:

Tr(ρₓA) = x†Ax / x†x.

Now let M be Hermitian, and suppose that Re Tr(ρM) ≥ 0 for every density matrix ρ. The expectation is real, because its complex conjugate is

Tr((ρM)†) = Tr(Mρ) = Tr(ρM).

Choosing ρ = ρₓ gives

x†Mx = (x†x) Tr(ρₓM) ≥ 0

for every x ≠ 0, and for x = 0 the left-hand side is zero. So M is positive semidefinite.

If A is Hermitian and all its expectations lie in [a, b], this applies to M = A − a·1 and to M = b·1 − A, and yields a ≤ A ≤ b. Since only real parts are constrained, something must control the anti-Hermitian part of A: the 1×1 matrix with entry i has expectation i, with real part 0, in the only density matrix there is, yet it is not positive semidefinite.

## The Lean file

```lean
import Mathlib

open Matrix
open scoped ComplexOrder MatrixOrder

namespace DensityExpectation

variable {n : Type*} [Fintype n] [DecidableEq n]

/-- A density matrix: positive semidefinite with trace one. -/
structure IsDensity (ρ : Matrix n n ℂ) : Prop where
  posSemidef : ρ.PosSemidef
  trace_one : ρ.trace = 1

/-- The expectation `Tr(ρ A)`, as a complex number. -/
def expectation (ρ A : Matrix n n ℂ) : ℂ := (ρ * A).trace

/-- The normalised projector `x x† / (x† x)` onto the line of a nonzero vector `x`. -/
noncomputable def pureState (x : n → ℂ) : Matrix n n ℂ :=
  (star x ⬝ᵥ x)⁻¹ • vecMulVec x (star x)

/-- A positive semidefinite matrix has the form `B† B`. -/
theorem exists_factor {P : Matrix n n ℂ} (hP : P.PosSemidef) :
    ∃ B : Matrix n n ℂ, P = Bᴴ * B :=
  CStarAlgebra.nonneg_iff_eq_star_mul_self.mp (Matrix.nonneg_iff_posSemidef.mpr hP)

/-- The trace of a product of two positive semidefinite matrices is real and nonnegative,
and it vanishes exactly when the product of the matrices vanishes. -/
theorem trace_mul_nonneg_and_eq_zero_iff {P Q : Matrix n n ℂ}
    (hP : P.PosSemidef) (hQ : Q.PosSemidef) :
    0 ≤ (P * Q).trace ∧ ((P * Q).trace = 0 ↔ Q * P = 0) := by
  obtain ⟨B, rfl⟩ := exists_factor hP
  obtain ⟨C, rfl⟩ := exists_factor hQ
  -- cyclicity turns the trace into a sum of squared moduli
  have key : ((Bᴴ * B) * (Cᴴ * C)).trace = ((C * Bᴴ)ᴴ * (C * Bᴴ)).trace := by
    rw [conjTranspose_mul, conjTranspose_conjTranspose, Matrix.mul_assoc, trace_mul_comm]
    simp only [Matrix.mul_assoc]
  refine ⟨?_, fun h => ?_, fun h => ?_⟩
  · rw [key]
    exact (posSemidef_conjTranspose_mul_self (C * Bᴴ)).trace_nonneg
  · rw [key, trace_conjTranspose_mul_self_eq_zero_iff] at h
    calc Cᴴ * C * (Bᴴ * B) = Cᴴ * (C * Bᴴ) * B := by simp only [Matrix.mul_assoc]
      _ = 0 := by rw [h, Matrix.mul_zero, Matrix.zero_mul]
  · rw [trace_mul_comm, h, trace_zero]

/-- Shifting an observable down by `a` lowers its expectation in a density matrix by `a`. -/
theorem expectation_sub_const {ρ : Matrix n n ℂ} (hρ : IsDensity ρ)
    (A : Matrix n n ℂ) (a : ℝ) :
    expectation ρ (A - (a : ℂ) • 1) = expectation ρ A - a := by
  simp [expectation, Matrix.mul_sub, trace_sub, trace_smul, hρ.trace_one]

/-- Subtracting an observable from the constant `b` gives the expectation `b - Tr(ρ A)`
in a density matrix `ρ`. -/
theorem expectation_const_sub {ρ : Matrix n n ℂ} (hρ : IsDensity ρ)
    (A : Matrix n n ℂ) (b : ℝ) :
    expectation ρ ((b : ℂ) • 1 - A) = b - expectation ρ A := by
  simp [expectation, Matrix.mul_sub, trace_sub, trace_smul, hρ.trace_one]

/-- If `A - a` and `b - A` are positive semidefinite for real `a` and `b`, then the
expectation of `A` in any density matrix is real and lies in `[a, b]`. -/
theorem expectation_mem_Icc {ρ A : Matrix n n ℂ} {a b : ℝ} (hρ : IsDensity ρ)
    (ha : (A - (a : ℂ) • 1).PosSemidef) (hb : ((b : ℂ) • 1 - A).PosSemidef) :
    (expectation ρ A).im = 0 ∧ (expectation ρ A).re ∈ Set.Icc a b := by
  have h1 : 0 ≤ expectation ρ A - a := by
    rw [← expectation_sub_const hρ]
    exact (trace_mul_nonneg_and_eq_zero_iff hρ.posSemidef ha).1
  have h2 : 0 ≤ b - expectation ρ A := by
    rw [← expectation_const_sub hρ]
    exact (trace_mul_nonneg_and_eq_zero_iff hρ.posSemidef hb).1
  rw [Complex.nonneg_iff] at h1 h2
  simp only [Complex.sub_re, Complex.sub_im, Complex.ofReal_re, Complex.ofReal_im] at h1 h2
  exact ⟨by linarith [h1.2], by linarith [h1.1], by linarith [h2.1]⟩

/-- If `A - a` is positive semidefinite, a density matrix `ρ` has expectation exactly `a`
if and only if `A ρ = a ρ`. -/
theorem expectation_eq_lower_iff {ρ A : Matrix n n ℂ} {a : ℝ} (hρ : IsDensity ρ)
    (ha : (A - (a : ℂ) • 1).PosSemidef) :
    expectation ρ A = a ↔ A * ρ = (a : ℂ) • ρ := by
  rw [← sub_eq_zero, ← expectation_sub_const hρ, expectation,
    (trace_mul_nonneg_and_eq_zero_iff hρ.posSemidef ha).2,
    Matrix.sub_mul, Matrix.smul_mul, Matrix.one_mul, sub_eq_zero]

omit [DecidableEq n] in
/-- For a nonzero vector `x`, the normalised projector onto `x` is a density matrix, and
the expectation of `A` in it is the Rayleigh quotient `x† A x / x† x`. -/
theorem pureState_spec {x : n → ℂ} (hx : x ≠ 0) (A : Matrix n n ℂ) :
    IsDensity (pureState x) ∧
      expectation (pureState x) A = (star x ⬝ᵥ A *ᵥ x) / (star x ⬝ᵥ x) := by
  have hN : star x ⬝ᵥ x ≠ 0 := fun h => hx (dotProduct_star_self_eq_zero.mp h)
  have hpos : 0 ≤ star x ⬝ᵥ x := dotProduct_star_self_nonneg x
  have hinv : 0 ≤ (star x ⬝ᵥ x)⁻¹ := by
    rw [Complex.nonneg_iff] at hpos ⊢
    refine ⟨?_, ?_⟩
    · rw [Complex.inv_re]
      exact div_nonneg hpos.1 (Complex.normSq_nonneg _)
    · rw [Complex.inv_im, ← hpos.2]
      simp
  refine ⟨⟨(posSemidef_vecMulVec_self_star x).smul hinv, ?_⟩, ?_⟩
  · rw [pureState, trace_smul, trace_vecMulVec, dotProduct_comm x, smul_eq_mul,
      inv_mul_cancel₀ hN]
  · rw [expectation, pureState, Matrix.smul_mul, trace_smul, vecMulVec_mul,
      trace_vecMulVec, dotProduct_comm x, ← Matrix.dotProduct_mulVec, smul_eq_mul,
      div_eq_inv_mul]

omit [DecidableEq n] in
/-- A Hermitian matrix whose expectation has nonnegative real part in every density matrix
is positive semidefinite. -/
theorem posSemidef_of_expectation_nonneg {M : Matrix n n ℂ} (hM : M.IsHermitian)
    (h : ∀ ρ, IsDensity ρ → 0 ≤ (expectation ρ M).re) : M.PosSemidef := by
  refine PosSemidef.of_dotProduct_mulVec_nonneg hM fun x => ?_
  by_cases hx : x = 0
  · simp [hx]
  obtain ⟨hd, he⟩ := pureState_spec hx M
  have hN : star x ⬝ᵥ x ≠ 0 := fun h => hx (dotProduct_star_self_eq_zero.mp h)
  -- the expectation of a Hermitian matrix equals its own conjugate
  have hreal : star (expectation (pureState x) M) = expectation (pureState x) M := by
    rw [expectation, ← trace_conjTranspose, conjTranspose_mul, hM.eq,
      hd.posSemidef.isHermitian.eq, trace_mul_comm]
  have hnn : 0 ≤ expectation (pureState x) M :=
    Complex.nonneg_iff.mpr ⟨h _ hd, (Complex.conj_eq_iff_im.mp hreal).symm⟩
  rw [← (eq_div_iff hN).mp he]
  exact mul_nonneg hnn (dotProduct_star_self_nonneg x)

/-- For Hermitian `A` and real `a`, `b`, the matrices `A - a` and `b - A` are both positive
semidefinite if and only if the real part of `Tr(ρ A)` lies in `[a, b]` for every density
matrix `ρ`. -/
theorem bounds_iff_forall_expectation {A : Matrix n n ℂ} (hA : A.IsHermitian) (a b : ℝ) :
    ((A - (a : ℂ) • 1).PosSemidef ∧ ((b : ℂ) • 1 - A).PosSemidef) ↔
      ∀ ρ, IsDensity ρ → (expectation ρ A).re ∈ Set.Icc a b := by
  have hc (c : ℝ) : ((c : ℂ) • (1 : Matrix n n ℂ)).IsHermitian := by
    simp [Matrix.IsHermitian, conjTranspose_smul]
  refine ⟨fun h ρ hρ => (expectation_mem_Icc hρ h.1 h.2).2, fun h => ⟨?_, ?_⟩⟩
  · refine posSemidef_of_expectation_nonneg (hA.sub (hc a)) fun ρ hρ => ?_
    rw [expectation_sub_const hρ, Complex.sub_re, Complex.ofReal_re]
    linarith [(h ρ hρ).1]
  · refine posSemidef_of_expectation_nonneg ((hc b).sub hA) fun ρ hρ => ?_
    rw [expectation_const_sub hρ, Complex.sub_re, Complex.ofReal_re]
    linarith [(h ρ hρ).2]

end DensityExpectation
```

```lean
#print axioms DensityExpectation.expectation_mem_Icc
#print axioms DensityExpectation.expectation_eq_lower_iff
#print axioms DensityExpectation.bounds_iff_forall_expectation
```

```
'DensityExpectation.expectation_mem_Icc' depends on axioms: [propext, Classical.choice, Quot.sound]
'DensityExpectation.expectation_eq_lower_iff' depends on axioms: [propext, Classical.choice, Quot.sound]
'DensityExpectation.bounds_iff_forall_expectation' depends on axioms: [propext, Classical.choice, Quot.sound]
```

## Factorisation and the sum of squares in Lean

`exists_factor` supplies P = B†B. Where the derivation above diagonalises P, the Lean proof translates `PosSemidef` into the matrix inequality 0 ≤ P and uses Mathlib's theorem that the nonnegative elements of a C*-algebra are those of the form B†B. The conjugate transpose is written `ᴴ`.

`trace_mul_nonneg_and_eq_zero_iff` replaces P and Q by their factored forms. The equation `key` is the cyclic step Tr(PQ) = Tr(D†D), with D written out as `C * Bᴴ`. Three goals remain:

- Nonnegativity follows because D†D is positive semidefinite and so has nonnegative trace. The inequality is between complex numbers, where 0 ≤ z means that z has zero imaginary part and nonnegative real part. It thus carries reality along with the sign.
- If the trace vanishes, Mathlib's lemma on Tr(D†D) = 0 gives D = 0. The `calc` block then regroups QP as C†DB, which is zero.
- If QP = 0, cyclicity of the trace gives Tr(PQ) = 0.

## Normalisation and the two bounds in Lean

`expectation_sub_const` and `expectation_const_sub` are the identities Tr(ρ(A − a·1)) = Tr(ρA) − a and Tr(ρ(b·1 − A)) = b − Tr(ρA). Each expands the trace by linearity and inserts Tr ρ = 1 through `hρ.trace_one`.

In `expectation_mem_Icc`, the statements `h1` and `h2` are the complex inequalities 0 ≤ Tr(ρA) − a and 0 ≤ b − Tr(ρA). `Complex.nonneg_iff` splits each into a condition on the real part and one on the imaginary part. The imaginary part of `h1` says that Tr(ρA) is real, the real parts give the two ends of the interval, and `linarith` does the remaining arithmetic. The theorem does not assume a ≤ b, which follows as soon as a density matrix exists.

`expectation_eq_lower_iff` is a single chain of rewrites. It turns Tr(ρA) = a into Tr(ρ(A − a·1)) = 0, replaces this by (A − a·1)ρ = 0 using the vanishing condition, and expands the product to reach Aρ = aρ.

## Projectors and the converse in Lean

`pureState x` is ρₓ. In its definition, `vecMulVec x (star x)` is the matrix x x† and `star x ⬝ᵥ x` is the number x†x. `pureState_spec` first shows that x†x is nonzero and that its inverse is nonnegative as a complex number. Positivity of ρₓ follows because a nonnegative multiple of x x† is positive semidefinite. The last two rewrite chains compute the trace and the Rayleigh quotient.

`posSemidef_of_expectation_nonneg` checks x†Mx ≥ 0 vector by vector, with x = 0 treated separately. The hypothesis speaks only of real parts, so `hreal` first shows that the expectation equals its own conjugate, by the same three-term computation as above. `hnn` combines this with the hypothesis into a complex inequality, and multiplying by x†x turns the Rayleigh quotient back into x†Mx.

In `bounds_iff_forall_expectation`, the forward direction is the interval part of the main theorem. For the reverse direction, `hc` records that a real multiple of the identity is Hermitian, so that A − a·1 and b·1 − A are Hermitian too. The previous theorem is applied to each of them, and the two normalisation identities turn the required signs into the two ends of the assumed interval.
